# The transition frequency between two field-dependent hyperfine levels at the field −m + p_m/(p_m + p_{m−1})

The model has levels −1/4 ± R_m/2 in a dimensionless field x, where R_m = √(x² + 2mx + 25) and the mixing is p_m = √(25 − m²). For real m with −4 < m < 5, `transition_clockField` gives the frequency between the lower level of block m − 1 and the upper level of block m at the field x = −m + p_m/(p_m + p_{m−1}): it is √(1 + (p_m + p_{m−1})²)/2. The theorem evaluates the frequency at this field and does not say that it is stationary there. The proof compares squares to show that R_m and R_{m−1} are fractions of √(1 + (p_m + p_{m−1})²), then uses the fact that the two fractions sum to one.

An attempt in Lean 4 with a fault in it:

```lean
import Mathlib

open Matrix

namespace TransitionClockField

noncomputable section

/-- The hyperfine mixing `p_m = √(25 - m²)`, for `m² ≤ 25`. -/
def p (m : ℝ) : ℝ := √(25 - m ^ 2)

/-- The splitting `R_m = √(x² + 2mx + 25)`, for `m² ≤ 25`. -/
def R (x m : ℝ) : ℝ := √(x ^ 2 + 2 * m * x + 25)

/-- The upper level `-1/4 + R_m/2`. -/
def upper (x m : ℝ) : ℝ := -1 / 4 + R x m / 2

/-- The lower level `-1/4 - R_m/2`. -/
def lower (x m : ℝ) : ℝ := -1 / 4 - R x m / 2

/-- Transition frequency between the lower level of block `m - 1` and the upper level of
block `m`, as a function of the field `x`. -/
def transition (m x : ℝ) : ℝ := upper x m - lower x (m - 1)

/-- The field `-m + p_m / (p_m + p_(m-1))`, for `-4 < m < 5`. -/
def clockField (m : ℝ) : ℝ := -m + p m / (p m + p (m - 1))

/-- For `m² ≤ 25` the squared splitting is the sum of the squares of the detuning `x + m`
and the mixing `p_m`. -/
theorem R_sq {m : ℝ} (hm : m ^ 2 ≤ 25) (x : ℝ) :
    R x m ^ 2 = (x + m) ^ 2 + p m ^ 2 := by
  have h1 : 0 ≤ x ^ 2 + 2 * m * x + 25 := by nlinarith [sq_nonneg (x + m)]
  have h2 : 0 ≤ 25 - m ^ 2 := by linarith
  unfold R p
  rw [Real.sq_sqrt h1, Real.sq_sqrt h2]
  ring

/-- For `-4 < m < 5` the transition frequency at the clock field is
`√(1 + (p_m + p_(m-1))²)/2`. -/
theorem transition_clockField {m : ℝ} (h1 : -4 < m) (h2 : m < 5) :
    transition m (clockField m) = √(1 + (p m + p (m - 1)) ^ 2) / 2 := by
  have hm : m ^ 2 ≤ 25 := by nlinarith
  have hm' : (m - 1) ^ 2 ≤ 25 := by nlinarith
  have ha : 0 < p m := Real.sqrt_pos.mpr (by nlinarith)
  have hb : 0 < p (m - 1) := Real.sqrt_pos.mpr (by nlinarith)
  have hc : p m + p (m - 1) ≠ 0 := (add_pos ha hb).ne'
  have hL2 : √(1 + (p m + p (m - 1)) ^ 2) ^ 2 = 1 + (p m + p (m - 1)) ^ 2 :=
    Real.sq_sqrt (by positivity)
  -- each splitting is a fixed fraction of the straight line
  have hS : R (clockField m) m =
      p m / (p m + p (m - 1)) * √(1 + (p m + p (m - 1)) ^ 2) := by
    refine (sq_eq_sq₀ (Real.sqrt_nonneg _) (by positivity)).mp ?_
    rw [R_sq hm, mul_pow, hL2, clockField]
    field_simp
    ring
  have hT : R (clockField m) (m - 1) =
      p (m - 1) / (p m + p (m - 1)) * √(1 + (p m + p (m - 1)) ^ 2) := by
    refine (sq_eq_sq₀ (Real.sqrt_nonneg _) (by positivity)).mp ?_
    rw [R_sq hm', mul_pow, hL2, clockField]
    field_simp
    ring
  have hsum : p m / (p m + p (m - 1)) + p (m - 1) / (p m + p (m - 1)) = 1 := by
    rw [← add_div, div_self hc]
  unfold transition upper lower
  rw [hS, hT]
  linear_combination (√(1 + (p m + p (m - 1)) ^ 2) / 2) * hsum

end

end TransitionClockField
```

Compiling this gives:

```
Main.lean:53:8: error: Tactic `rewrite` failed: Did not find an occurrence of the pattern
  R ?x m ^ 2
in the target expression
  √(clockField m ^ 2 + 2 * m * clockField m + 25) ^ 2 = (p m / (p m + p (m - 1)) * √(1 + (p m + p (m - 1)) ^ 2)) ^ 2

m : ℝ
h1 : -4 < m
h2 : m < 5
hm : m ^ 2 ≤ 25
hm' : (m - 1) ^ 2 ≤ 25
ha : 0 < p m
hb : 0 < p (m - 1)
hc : p m + p (m - 1) ≠ 0
hL2 : √(1 + (p m + p (m - 1)) ^ 2) ^ 2 = 1 + (p m + p (m - 1)) ^ 2
⊢ √(clockField m ^ 2 + 2 * m * clockField m + 25) ^ 2 = (p m / (p m + p (m - 1)) * √(1 + (p m + p (m - 1)) ^ 2)) ^ 2
Main.lean:59:8: error: Tactic `rewrite` failed: Did not find an occurrence of the pattern
  R ?x (m - 1) ^ 2
in the target expression
  √(clockField m ^ 2 + 2 * (m - 1) * clockField m + 25) ^ 2 =
    (p (m - 1) / (p m + p (m - 1)) * √(1 + (p m + p (m - 1)) ^ 2)) ^ 2

m : ℝ
h1 : -4 < m
h2 : m < 5
hm : m ^ 2 ≤ 25
hm' : (m - 1) ^ 2 ≤ 25
ha : 0 < p m
hb : 0 < p (m - 1)
hc : p m + p (m - 1) ≠ 0
hL2 : √(1 + (p m + p (m - 1)) ^ 2) ^ 2 = 1 + (p m + p (m - 1)) ^ 2
hS : R (clockField m) m = p m / (p m + p (m - 1)) * √(1 + (p m + p (m - 1)) ^ 2)
⊢ √(clockField m ^ 2 + 2 * (m - 1) * clockField m + 25) ^ 2 =
    (p (m - 1) / (p m + p (m - 1)) * √(1 + (p m + p (m - 1)) ^ 2)) ^ 2
```

Diagnosis. Both errors say that `rw [R_sq …]` found no term of the form `R ?x m ^ 2`, or `R ?x (m - 1) ^ 2`, in the goal. The goal had the square root written out instead. `Real.sqrt_nonneg _` proves `0 ≤ √_`, so `sq_eq_sq₀` took its left-hand quantity to be a square root. Lean accepted this against the stated `R …` by unfolding the definition, but the new goal kept the unfolded form, and `rw` does not unfold `R` to find its pattern.

The cure is `hR`, which has the same proof but is stated as `0 ≤ R …`. Passed to `sq_eq_sq₀`, it keeps `R` in the goal, and `R_sq` applies.

The other changes redo the algebra after that rewrite. `hx` gives the detuning as a fraction, `hq` cancels the denominator, and `linear_combination` replaces `field_simp` and `ring`. `hsum` moves up because the second `hx` uses it. The old algebra steps were never reached, so the messages do not show whether they would have worked.

After these edits no error is left:

```diff
@@ -47,19 +47,30 @@
   have hL2 : √(1 + (p m + p (m - 1)) ^ 2) ^ 2 = 1 + (p m + p (m - 1)) ^ 2 :=
     Real.sq_sqrt (by positivity)
+  have hsum : p m / (p m + p (m - 1)) + p (m - 1) / (p m + p (m - 1)) = 1 := by
+    rw [← add_div, div_self hc]
   -- each splitting is a fixed fraction of the straight line
   have hS : R (clockField m) m =
       p m / (p m + p (m - 1)) * √(1 + (p m + p (m - 1)) ^ 2) := by
-    refine (sq_eq_sq₀ (Real.sqrt_nonneg _) (by positivity)).mp ?_
-    rw [R_sq hm, mul_pow, hL2, clockField]
-    field_simp
-    ring
+    have hR : 0 ≤ R (clockField m) m := Real.sqrt_nonneg _
+    have hx : clockField m + m = p m / (p m + p (m - 1)) := by
+      unfold clockField
+      ring
+    have hq : p m / (p m + p (m - 1)) * (p m + p (m - 1)) = p m := div_mul_cancel₀ _ hc
+    refine (sq_eq_sq₀ hR (by positivity)).mp ?_
+    rw [R_sq hm, hx, mul_pow, hL2]
+    linear_combination
+      -(p m / (p m + p (m - 1)) * (p m + p (m - 1)) + p m) * hq
   have hT : R (clockField m) (m - 1) =
       p (m - 1) / (p m + p (m - 1)) * √(1 + (p m + p (m - 1)) ^ 2) := by
-    refine (sq_eq_sq₀ (Real.sqrt_nonneg _) (by positivity)).mp ?_
-    rw [R_sq hm', mul_pow, hL2, clockField]
-    field_simp
-    ring
-  have hsum : p m / (p m + p (m - 1)) + p (m - 1) / (p m + p (m - 1)) = 1 := by
-    rw [← add_div, div_self hc]
+    have hR : 0 ≤ R (clockField m) (m - 1) := Real.sqrt_nonneg _
+    have hx : clockField m + (m - 1) = -(p (m - 1) / (p m + p (m - 1))) := by
+      unfold clockField
+      linear_combination hsum
+    have hq : p (m - 1) / (p m + p (m - 1)) * (p m + p (m - 1)) = p (m - 1) :=
+      div_mul_cancel₀ _ hc
+    refine (sq_eq_sq₀ hR (by positivity)).mp ?_
+    rw [R_sq hm', hx, mul_pow, hL2]
+    linear_combination
+      -(p (m - 1) / (p m + p (m - 1)) * (p m + p (m - 1)) + p (m - 1)) * hq
   unfold transition upper lower
   rw [hS, hT]
```
